# The Riccati equation w′ = k² + w² has a regular solution on any interval shorter than half a wavelength

For real k ≥ 0 and k(b − a) < π, the declaration states that some real function w satisfies w′(x) = k² + w(x)² at every point x of the closed interval [a, b]. In physics, this is the equation obeyed by w = −u′/u wherever a real solution u of the free wave equation u″ = −k²u has no zero; u need not be normalised, since its scale cancels. The attempt takes w(x) = k tan(k(x − (a + b)/2)), which corresponds to a cosine centred on the interval. It shows that this cosine is positive on [a, b], differentiates w by the chain rule, and finishes with the identity 1/cos² = 1 + tan².

This version doesn't compile in Lean 4 with Mathlib:

```lean
import Mathlib

open Set MeasureTheory
open scoped Real Topology

namespace ExistsRiccati

noncomputable section

variable {u u' U U' : ℝ → ℝ} {a b : ℝ}

/-- For `0 ≤ k` and `k (b - a) < π` the Riccati equation `w' = k² + w²` has a solution that is
regular on the whole cell `[a, b]`. -/
theorem exists_riccati {k : ℝ} (hk : 0 ≤ k) (hkπ : k * (b - a) < π) :
    ∃ w : ℝ → ℝ, ∀ x ∈ Icc a b, HasDerivAt w (k ^ 2 + w x ^ 2) x := by
  refine ⟨fun y => k * Real.tan (k * (y - (a + b) / 2)), fun x hx => ?_⟩
  have hcos : 0 < Real.cos (k * (x - (a + b) / 2)) := by
    apply Real.cos_pos_of_mem_Ioo
    constructor
    · nlinarith [mul_nonneg hk (sub_nonneg.2 hx.1)]
    · nlinarith [mul_nonneg hk (sub_nonneg.2 hx.2)]
  have h1 : HasDerivAt (fun y => k * (y - (a + b) / 2)) k x := by
    simpa using ((hasDerivAt_id' x).sub_const ((a + b) / 2)).const_mul k
  have h2 : HasDerivAt (fun y => k * Real.tan (k * (y - (a + b) / 2)))
      (k * (1 / Real.cos (k * (x - (a + b) / 2)) ^ 2 * k)) x :=
    ((Real.hasDerivAt_tan hcos.ne').comp x h1).const_mul k
  have ht : 1 / Real.cos (k * (x - (a + b) / 2)) ^ 2
      = 1 + Real.tan (k * (x - (a + b) / 2)) ^ 2 := by
    have hne := hcos.ne'
    rw [Real.tan_eq_sin_div_cos, div_pow]
    field_simp
    linarith [Real.sin_sq_add_cos_sq (k * (x - (a + b) / 2))]
  exact h2.congr_deriv (by linear_combination k ^ 2 * ht)

end

end ExistsRiccati
```

Messages:

```
Main.lean:26:4: error: Type mismatch
  HasDerivAt.const_mul k (HasDerivAt.comp x ?m.364 h1)
has type
  HasDerivAt (fun y => k * (?m.361 ∘ fun y => k * (y - (a + b) / 2)) y) (k * (?m.363 * k)) x
but is expected to have type
  HasDerivAt (fun y => k * Real.tan (k * (y - (a + b) / 2))) (k * (1 / Real.cos (k * (x - (a + b) / 2)) ^ 2 * k)) x
Main.lean:32:4: error: linarith failed to find a contradiction
case h1
a b k : ℝ
hk : 0 ≤ k
hkπ : k * (b - a) < π
x : ℝ
hx : x ∈ Icc a b
hcos : 0 < Real.cos (k * (x - (a + b) / 2))
h1 : HasDerivAt (fun y => k * (y - (a + b) / 2)) k x
h2 : HasDerivAt (fun y => k * Real.tan (k * (y - (a + b) / 2))) (k * (1 / Real.cos (k * (x - (a + b) / 2)) ^ 2 * k)) x
hne : Real.cos (k * (x - (a + b) / 2)) ≠ 0
a✝ :
  1 / Real.cos (k * (x * 2 - (a + b)) / 2) ^ 2 <
    1 + Real.sin (k * (x * 2 - (a + b)) / 2) ^ 2 / Real.cos (k * (x * 2 - (a + b)) / 2) ^ 2
⊢ False
failed
```

In the first error, the outer function of the composition is still the unknown `?m.361` when Lean compares the chain-rule term with the stated derivative. Lean does not work out that it should be `Real.tan`, so the types fail to match. The repair first stores the tangent's derivative as `h0`, which fixes the outer function before `comp` is used.

In the second, `field_simp` has rewritten the angle inside the sine and cosine as `k * (x * 2 - (a + b)) / 2`. The hypothesis `hne`, that the cosine is nonzero, still has the old form of the angle, so the denominators are not cleared. The identity sin² + cos² = 1 given to `linarith` is also in the old form, and does not close the goal that remains. The repair proves `ht` for an arbitrary angle `θ`, a single variable with nothing inside to rearrange. Now `hne` matches, the denominators clear, and `linarith` can use the identity at `θ`. The last line changes only to apply the general `ht` to the angle needed, with `hcos.ne'` as proof that its cosine is nonzero.

Lean accepts the file once it reads:

```diff
@@ -23,13 +23,13 @@
     simpa using ((hasDerivAt_id' x).sub_const ((a + b) / 2)).const_mul k
   have h2 : HasDerivAt (fun y => k * Real.tan (k * (y - (a + b) / 2)))
-      (k * (1 / Real.cos (k * (x - (a + b) / 2)) ^ 2 * k)) x :=
-    ((Real.hasDerivAt_tan hcos.ne').comp x h1).const_mul k
-  have ht : 1 / Real.cos (k * (x - (a + b) / 2)) ^ 2
-      = 1 + Real.tan (k * (x - (a + b) / 2)) ^ 2 := by
-    have hne := hcos.ne'
+      (k * (1 / Real.cos (k * (x - (a + b) / 2)) ^ 2 * k)) x := by
+    have h0 := Real.hasDerivAt_tan hcos.ne'
+    exact (h0.comp x h1).const_mul k
+  have ht : ∀ θ : ℝ, Real.cos θ ≠ 0 → 1 / Real.cos θ ^ 2 = 1 + Real.tan θ ^ 2 := by
+    intro θ hne
     rw [Real.tan_eq_sin_div_cos, div_pow]
     field_simp
-    linarith [Real.sin_sq_add_cos_sq (k * (x - (a + b) / 2))]
-  exact h2.congr_deriv (by linear_combination k ^ 2 * ht)
+    linarith [Real.sin_sq_add_cos_sq θ]
+  exact h2.congr_deriv (by linear_combination k ^ 2 * ht _ hcos.ne')
 
 end
```
